# Hermitian matrices with all eigenvalues equal: three conditions for two complex bands, two for real ones

When two bands nearly touch on a momentum mesh, the next step is to refine the search, either by closing in on a point or by following a curve. Counting the conditions for a touching indicates which to expect. For a two-band model linear in three momenta, the count separates the isolated touching of the Weyl Hamiltonian from the lines that occur when the Hamiltonian is real.

## Scalar matrices and the conditions that define them

Let \(A\) be a Hermitian \(n\times n\) matrix, complex or real. The claim is that all its eigenvalues coincide exactly when \(A=r\,1\) with \(r\) real. For \(n\ge1\), such matrices have real codimension \(n^2-1\) among complex Hermitian matrices and \(n(n+1)/2-1\) among real symmetric ones.

Take an orthonormal eigenbasis \(u_i\) with \(Au_i=\lambda_iu_i\). If every \(\lambda_i\) equals \(r\), then for any vector \(v\)
\[
Av=\sum_i r\,u_i\,(u_i^\dagger v)=rv ,
\]
so \(A=r\,1\). Conversely, if \(A=r\,1\) and \(Av=av\) with \(v\neq0\), a nonzero component \(v_i\) gives \(rv_i=av_i\), hence \(a=r\).

The degenerate matrices therefore form the real line spanned by the identity, and their codimension is the dimension of the whole space minus one. To find that dimension in the complex case, set
\[
M_{ij}=\operatorname{Re}A_{ij}+\operatorname{Im}A_{ij}.
\]
The real part is symmetric and the imaginary part antisymmetric, so both can be recovered:
\[
\operatorname{Re}A_{ij}=\tfrac12(M_{ij}+M_{ji}),\qquad
\operatorname{Im}A_{ij}=\tfrac12(M_{ij}-M_{ji}).
\]
Every real matrix \(M\) arises in this way, and the dimension is \(n^2\). A real symmetric matrix has one free number for each unordered pair \(\{i,j\}\), with \(i=j\) allowed, which makes \(n(n+1)/2\).

For \(n=2\) the codimensions are \(4-1=3\) and \(3-1=2\). The Weyl Hamiltonian
\[
k\cdot\sigma=\begin{pmatrix}k_2&k_0-ik_1\\k_0+ik_1&-k_2\end{pmatrix}
\]
is scalar only if \(k_0=k_1=0\) and \(k_2=-k_2\), that is, at \(k=0\).

Now let \(H(k)\) be real symmetric and linear in three momenta. Discarding its scalar part leaves a linear map from a three-dimensional space to a two-dimensional one. Some \(k\neq0\) is sent to zero, so \(H(k)\) is scalar, and so is \(H(tk)=tH(k)\) for every real \(t\).

The same argument, carried out here only by hand, shows that a complex two-band Hamiltonian linear in four parameters, such as three momenta and one tuning parameter, is also degenerate along a line through the origin.

## Degeneracy expressed through eigenvectors

In the code, `𝕜` stands for either the real or the complex numbers, and `Fin n` labels the \(n\) basis states from zero.

In Lean 4 with Mathlib:

```lean
import Mathlib

open Matrix Module

namespace BandDegeneracy

noncomputable section

variable {𝕜 : Type*} [RCLike 𝕜] {n : ℕ}
```

Full degeneracy is a statement about eigenvectors: any two numbers `a` and `b` that belong to nonzero eigenvectors are equal. For \(n>2\) this means that all \(n\) levels meet at once. The von Neumann–Wigner count concerns two levels meeting among \(n\), and the two questions agree at \(n=2\).

```lean
/-- All eigenvalues of `A` coincide: any two numbers that belong to nonzero eigenvectors
are equal. -/
def FullyDegenerate (A : Matrix (Fin n) (Fin n) 𝕜) : Prop :=
  ∀ (a b : 𝕜) (v w : Fin n → 𝕜), v ≠ 0 → w ≠ 0 → A *ᵥ v = a • v → A *ᵥ w = b • w → a = b
```

The next theorem is the equivalence with real scalar matrices. With no condition on `A` it would fail: the matrix \(\begin{pmatrix}0&1\\0&0\end{pmatrix}\) has only the eigenvalue zero but is not scalar.

In the forward direction, `hne` and `hev` say that the eigenbasis vectors are nonzero and satisfy the eigenvalue equation, so the hypothesis gives `heq`, one common eigenvalue. The step `hL` shows that `A` and the scalar matrix act identically on the eigenbasis and therefore on every vector. Applying both to standard basis vectors then compares their entries. In the converse, `key` is the argument with one nonzero component.

```lean
/-- A Hermitian matrix has all eigenvalues equal if and only if it is a real multiple of the
identity. -/
theorem fullyDegenerate_iff (A : Matrix (Fin n) (Fin n) 𝕜) (hA : A.IsHermitian) :
    FullyDegenerate A ↔ ∃ r : ℝ, A = r • (1 : Matrix (Fin n) (Fin n) 𝕜) := by
  constructor
  · intro h
    rcases n with _ | m
    · exact ⟨0, by ext i; exact i.elim0⟩
    -- every eigenvalue equals the first one
    have hne : ∀ i, (hA.eigenvectorBasis i).ofLp ≠ 0 := fun i h0 =>
      hA.eigenvectorBasis.orthonormal.ne_zero i (by ext k; simpa using congrFun h0 k)
    have hev : ∀ i, A *ᵥ (hA.eigenvectorBasis i).ofLp
        = ((hA.eigenvalues i : ℝ) : 𝕜) • (hA.eigenvectorBasis i).ofLp := fun i =>
      (hA.mulVec_eigenvectorBasis i).trans (by
        ext k
        simp [RCLike.real_smul_eq_coe_mul])
    have heq : ∀ i, hA.eigenvalues i = hA.eigenvalues 0 := fun i =>
      RCLike.ofReal_injective (K := 𝕜) (h _ _ _ _ (hne i) (hne 0) (hev i) (hev 0))
    refine ⟨hA.eigenvalues 0, ?_⟩
    -- the two matrices agree on the eigenbasis, hence everywhere
    have hL : A.mulVecLin ∘ₗ (WithLp.linearEquiv 2 𝕜 (Fin (m + 1) → 𝕜)).toLinearMap
        = (hA.eigenvalues 0 • (1 : Matrix (Fin (m + 1)) (Fin (m + 1)) 𝕜)).mulVecLin ∘ₗ
          (WithLp.linearEquiv 2 𝕜 (Fin (m + 1) → 𝕜)).toLinearMap := by
      refine hA.eigenvectorBasis.toBasis.ext fun i => ?_
      rw [OrthonormalBasis.coe_toBasis]
      change A *ᵥ (hA.eigenvectorBasis i).ofLp
        = (hA.eigenvalues 0 • (1 : Matrix (Fin (m + 1)) (Fin (m + 1)) 𝕜)) *ᵥ
          (hA.eigenvectorBasis i).ofLp
      rw [hA.mulVec_eigenvectorBasis, Matrix.smul_mulVec, Matrix.one_mulVec, heq i]
    ext i j
    have h3 : (A *ᵥ Pi.single j 1) i
        = ((hA.eigenvalues 0 • (1 : Matrix (Fin (m + 1)) (Fin (m + 1)) 𝕜)) *ᵥ
          Pi.single j 1) i :=
      congrFun (LinearMap.congr_fun hL (WithLp.toLp 2 (Pi.single j 1))) i
    rw [Matrix.mulVec_single_one, Matrix.mulVec_single_one] at h3
    exact h3
  · rintro ⟨r, rfl⟩
    have key : ∀ (a : 𝕜) (v : Fin n → 𝕜), v ≠ 0 →
        (r • (1 : Matrix (Fin n) (Fin n) 𝕜)) *ᵥ v = a • v → a = (r : 𝕜) := by
      intro a v hv h
      obtain ⟨i, hi⟩ := Function.ne_iff.1 hv
      rw [Matrix.smul_mulVec, Matrix.one_mulVec] at h
      have h2 := congrFun h i
      rw [Pi.smul_apply, Pi.smul_apply, RCLike.real_smul_eq_coe_mul, smul_eq_mul] at h2
      exact (mul_right_cancel₀ hi h2).symm
    intro a b v w hv hw h1 h2
    rw [key a v hv h1, key b w hw h2]
```

## The space of Hamiltonians and its degenerate line

`Herm 𝕜 n` collects the Hermitian matrices into a real vector space. For `𝕜 = ℝ` these are the symmetric matrices. Such matrices describe, for example, spinless electrons with combined inversion and time-reversal symmetry \(PT\), which leaves momentum fixed and permits a basis in which the Bloch Hamiltonian is real. The code starts from real matrices and does not derive them from the symmetry.

```lean
variable (𝕜 n) in
/-- The real vector space of Hermitian `n × n` matrices; over the real numbers these are the
symmetric matrices. -/
def Herm : Submodule ℝ (Matrix (Fin n) (Fin n) 𝕜) where
  carrier := {A | A.IsHermitian}
  add_mem' hA hB := Matrix.IsHermitian.add hA hB
  zero_mem' := Matrix.isHermitian_zero
  smul_mem' r A hA := by
    change (r • A)ᴴ = r • A
    rw [Matrix.conjTranspose_smul, star_trivial, show Aᴴ = A from hA]
```

Membership in `degenerate` is full degeneracy itself. Closure under addition and real scaling follows from the equivalence, since sums and real multiples of scalar matrices are scalar.

```lean
variable (𝕜 n) in
/-- The Hermitian matrices with all eigenvalues equal, as a real subspace of all Hermitian
matrices. -/
def degenerate : Submodule ℝ (Herm 𝕜 n) where
  carrier := {A | FullyDegenerate A.1}
  add_mem' {A B} hA hB := by
    obtain ⟨r, hr⟩ := (fullyDegenerate_iff A.1 A.2).1 hA
    obtain ⟨s, hs⟩ := (fullyDegenerate_iff B.1 B.2).1 hB
    refine (fullyDegenerate_iff (A + B).1 (A + B).2).2 ⟨r + s, ?_⟩
    change A.1 + B.1 = _
    rw [hr, hs, add_smul]
  zero_mem' := (fullyDegenerate_iff _ (0 : Herm 𝕜 n).2).2 ⟨0, (zero_smul ℝ _).symm⟩
  smul_mem' c A hA := by
    obtain ⟨r, hr⟩ := (fullyDegenerate_iff A.1 A.2).1 hA
    refine (fullyDegenerate_iff (c • A).1 (c • A).2).2 ⟨c * r, ?_⟩
    change c • A.1 = _
    rw [hr, smul_smul]
```

Codimension is the dimension, `finrank`, of the quotient by this subspace. The statement adds one on the left to avoid subtraction of natural numbers. The hypothesis `0 < n` makes the identity matrix nonzero, `hspan` identifies the subspace with its span, and rank-nullity does the rest.

```lean
/-- For at least one level, the fully degenerate matrices form a line: their codimension is one
less than the dimension of the space of Hermitian matrices. -/
theorem codim_add_one (hn : 0 < n) :
    finrank ℝ (Herm 𝕜 n ⧸ degenerate 𝕜 n) + 1 = finrank ℝ (Herm 𝕜 n) := by
  let e : Herm 𝕜 n := ⟨1, Matrix.isHermitian_one⟩
  have he : e ≠ 0 := by
    intro h
    have h1 : (1 : Matrix (Fin n) (Fin n) 𝕜) = 0 := congrArg Subtype.val h
    have h2 := congrFun (congrFun h1 ⟨0, hn⟩) ⟨0, hn⟩
    simp at h2
  have hspan : degenerate 𝕜 n = Submodule.span ℝ {e} := by
    ext A
    rw [Submodule.mem_span_singleton]
    refine (fullyDegenerate_iff A.1 A.2).trans ?_
    exact ⟨fun ⟨r, hr⟩ => ⟨r, Subtype.ext hr.symm⟩,
      fun ⟨r, hr⟩ => ⟨r, (congrArg Subtype.val hr).symm⟩⟩
  have h := Submodule.finrank_quotient_add_finrank (degenerate 𝕜 n)
  have h1 : finrank ℝ (degenerate 𝕜 n) = 1 := by
    rw [hspan]
    exact finrank_span_singleton he
  rwa [h1] at h
```

## Counting real parameters

`hermEquiv` is the map \(A\mapsto M\) with its inverse. The proof of `left_inv` checks both recovery formulas, and that of `right_inv` shows that every real matrix \(M\) arises.

```lean
/-- A Hermitian matrix is encoded by the real matrix of the sums of real and imaginary parts of
its entries. -/
def hermEquiv : Herm ℂ n ≃ₗ[ℝ] Matrix (Fin n) (Fin n) ℝ where
  toFun A := Matrix.of fun i j => (A.1 i j).re + (A.1 i j).im
  map_add' A B := by
    ext i j
    simp
    ring
  map_smul' r A := by
    ext i j
    simp
    ring
  invFun M := ⟨Matrix.of fun i j => ⟨(M i j + M j i) / 2, (M i j - M j i) / 2⟩, by
    refine Matrix.IsHermitian.ext fun i j => ?_
    apply Complex.ext <;> simp <;> ring⟩
  left_inv A := by
    apply Subtype.ext
    ext i j
    have h : star (A.1 j i) = A.1 i j := Matrix.IsHermitian.apply A.2 i j
    have hre : (A.1 j i).re = (A.1 i j).re := by simpa using congrArg Complex.re h
    have him : -(A.1 j i).im = (A.1 i j).im := by simpa using congrArg Complex.im h
    apply Complex.ext
    · change ((A.1 i j).re + (A.1 i j).im + ((A.1 j i).re + (A.1 j i).im)) / 2 = _
      linarith
    · change ((A.1 i j).re + (A.1 i j).im - ((A.1 j i).re + (A.1 j i).im)) / 2 = _
      linarith
  right_inv M := by
    ext i j
    change (M i j + M j i) / 2 + (M i j - M j i) / 2 = M i j
    ring
```

`symmEquiv` treats a symmetric matrix as a function on `Sym2 (Fin n)`, the unordered pairs of indices.

```lean
/-- A real symmetric matrix is a real function on unordered pairs of indices. -/
def symmEquiv : (Sym2 (Fin n) → ℝ) ≃ₗ[ℝ] Herm ℝ n where
  toFun f := ⟨Matrix.of fun i j => f s(i, j), by
    refine Matrix.IsHermitian.ext fun i j => ?_
    change f s(j, i) = f s(i, j)
    rw [Sym2.eq_swap]⟩
  map_add' _ _ := rfl
  map_smul' _ _ := rfl
  invFun A := Sym2.lift ⟨fun i j => A.1 i j, fun i j => Matrix.IsHermitian.apply A.2 j i⟩
  left_inv f := by
    funext z
    induction z using Sym2.ind with
    | _ i j => rfl
  right_inv _ := rfl
```

Both codimensions now follow by substituting the dimensions. At \(n=1\) they are zero, as they should be for a single level.

```lean
/-- Among complex Hermitian `n × n` matrices with `n ≥ 1`, those with all eigenvalues equal have
real codimension `n² - 1`. -/
theorem codim_hermitian (hn : 0 < n) :
    finrank ℝ (Herm ℂ n ⧸ degenerate ℂ n) + 1 = n ^ 2 := by
  rw [codim_add_one hn, hermEquiv.finrank_eq, Module.finrank_matrix]
  simp [sq]

/-- Among real symmetric `n × n` matrices with `n ≥ 1`, those with all eigenvalues equal have
codimension `n(n+1)/2 - 1`. -/
theorem codim_symmetric (hn : 0 < n) :
    finrank ℝ (Herm ℝ n ⧸ degenerate ℝ n) + 1 = n * (n + 1) / 2 := by
  rw [codim_add_one hn, ← symmEquiv.finrank_eq, Module.finrank_fintype_fun_eq_card,
    Sym2.card, Fintype.card_fin, Nat.choose_two_right, Nat.add_sub_cancel, mul_comm]

/-- A two-band crossing has codimension three for complex Hermitian matrices and two for real
symmetric ones. -/
theorem codim_two_band :
    finrank ℝ (Herm ℂ 2 ⧸ degenerate ℂ 2) = 3 ∧
      finrank ℝ (Herm ℝ 2 ⧸ degenerate ℝ 2) = 2 := by
  have h1 := codim_hermitian (n := 2) (by norm_num)
  have h2 := codim_symmetric (n := 2) (by norm_num)
  exact ⟨by omega, by omega⟩
```

## A Weyl point and a nodal line

The Weyl Hamiltonian is written with unit velocity and no energy offset; `k 0`, `k 1` and `k 2` multiply \(\sigma_x\), \(\sigma_y\) and \(\sigma_z\).

```lean
/-- The Weyl Hamiltonian `k · σ`, with the three Pauli matrices written out. -/
def weyl (k : Fin 3 → ℝ) : Matrix (Fin 2) (Fin 2) ℂ :=
  !![(k 2 : ℂ), k 0 - Complex.I * k 1; k 0 + Complex.I * k 1, -(k 2 : ℂ)]
```

After checking Hermiticity, the proof compares `weyl k` with a scalar matrix. The off-diagonal entry gives `h0` and `h1`, while the diagonal entries give `h2` and `h3`, which together force `k 2` to vanish.

```lean
/-- The two bands of the Weyl Hamiltonian touch only at the point `k = 0`. -/
theorem weyl_point (k : Fin 3 → ℝ) : FullyDegenerate (weyl k) ↔ k = 0 := by
  have hH : (weyl k).IsHermitian := by
    refine Matrix.IsHermitian.ext fun i j => ?_
    fin_cases i <;> fin_cases j <;> simp [weyl, Complex.ext_iff]
  rw [fullyDegenerate_iff _ hH]
  constructor
  · rintro ⟨r, h⟩
    have h0 : k 0 = 0 := by
      simpa [weyl] using congrArg Complex.re (congrFun (congrFun h 0) 1)
    have h1 : k 1 = 0 := by
      simpa [weyl] using congrArg Complex.im (congrFun (congrFun h 0) 1)
    have h2 : k 2 = r := by
      simpa [weyl] using congrArg Complex.re (congrFun (congrFun h 0) 0)
    have h3 : -k 2 = r := by
      simpa [weyl] using congrArg Complex.re (congrFun (congrFun h 1) 1)
    have h4 : k 2 = 0 := by linarith
    funext i
    fin_cases i
    · exact h0
    · exact h1
    · exact h4
  · rintro rfl
    refine ⟨0, ?_⟩
    ext i j
    fin_cases i <;> fin_cases j <;> simp [weyl]
```

In the last theorem `H` is any linear map from three momenta to real symmetric \(2\times2\) matrices. Linearity places a crossing at the origin from the start, and the model has no constant or higher-order terms. The theorem supplies at least one line of degeneracy; the zero Hamiltonian, for instance, is degenerate everywhere.

The proof composes `H` with the projection `mkQ` onto the quotient, which discards the scalar part. The inequality `hlt` says that two is less than three, so the kernel contains a nonzero `k`, and closure under scaling extends the degeneracy to every `t • k`.

```lean
/-- Every real symmetric two-band Hamiltonian that is linear in three momenta is degenerate
along a whole line through the origin. -/
theorem nodal_line (H : (Fin 3 → ℝ) →ₗ[ℝ] Herm ℝ 2) :
    ∃ k : Fin 3 → ℝ, k ≠ 0 ∧ ∀ t : ℝ, FullyDegenerate (H (t • k)).1 := by
  -- two conditions cannot fix three momenta
  have hlt : finrank ℝ (Herm ℝ 2 ⧸ degenerate ℝ 2) < finrank ℝ (Fin 3 → ℝ) := by
    rw [codim_two_band.2, Module.finrank_fintype_fun_eq_card, Fintype.card_fin]
    norm_num
  have hker := LinearMap.ker_ne_bot_of_finrank_lt (f := (degenerate ℝ 2).mkQ ∘ₗ H) hlt
  obtain ⟨k, hk, hk0⟩ := (Submodule.ne_bot_iff _).1 hker
  have hmem : H k ∈ degenerate ℝ 2 :=
    (Submodule.Quotient.mk_eq_zero _).1 (LinearMap.mem_ker.1 hk)
  refine ⟨k, hk0, fun t => ?_⟩
  rw [map_smul]
  exact (degenerate ℝ 2).smul_mem t hmem

end

end BandDegeneracy
```

```lean
#print axioms BandDegeneracy.codim_two_band
#print axioms BandDegeneracy.weyl_point
#print axioms BandDegeneracy.nodal_line
```

```
'BandDegeneracy.codim_two_band' depends on axioms: [propext, Classical.choice, Quot.sound]
'BandDegeneracy.weyl_point' depends on axioms: [propext, Classical.choice, Quot.sound]
'BandDegeneracy.nodal_line' depends on axioms: [propext, Classical.choice, Quot.sound]
```
